# Convergence of the lattice sum of a half-infinite chain with a neutralising background, for the pair potential $r^{-s}$ with $0<s<1$

If a pair potential decays slowly, the potential of like charges on a lattice can grow without bound as more sites are included. One way to compensate for this growth is to add a uniform background of opposite charge over the same length. Two questions then arise: does the total converge, and how large is the error at a finite cutoff?

Consider unit charges at the sites $1,2,3,\dots$ of a half-infinite chain. Each contributes $r^{-s}$ to the potential at the origin. The background has the opposite charge, spread evenly with one unit per lattice spacing. What happens to the total potential as the chain grows?

In electronic-structure calculations on charged periodic cells, dropping the $G=0$ component of the charge density amounts to adding such a background; here the same compensation is studied in real space, for a one-sided chain and $0<s<1$ only. The step from this chain to a three-dimensional crystal with the Coulomb potential $1/r$, where the order of summation also matters, lies beyond the hypotheses.

## The chain and its background

```lean
import Mathlib

open Filter Topology

namespace NeutralizedLatticeSum

noncomputable section
```

The exponent $s$ is a real number and the number of sites $N$ is a natural number. The site potential is
$$S_N=\sum_{n=0}^{N-1}(n+1)^{-s}.$$
The index starts at zero, so site $n+1$ belongs to index $n$.

```lean
/-- Potential at the origin of unit charges at the sites `1, ..., N`, for the pair
potential `r ^ (-s)`. -/
def siteSum (s : ℝ) (N : ℕ) : ℝ := ∑ n ∈ Finset.range N, ((n : ℝ) + 1) ^ (-s)
```

The background potential is defined as an integral,
$$B(x)=\int_0^x t^{-s}\,dt.$$
It is counted as positive here, and the opposite sign of the background charge enters when it is subtracted.

```lean
/-- Potential at the origin of a uniform background of unit density on `[0, x]`,
for `s < 1` and `x ≥ 0`; the integrand is singular at the origin when `s > 0`. -/
def background (s x : ℝ) : ℝ := ∫ t in (0 : ℝ)..x, t ^ (-s)
```

The neutral sum is $D_N=S_N-B(N)$, with $N$ unit charges against a background of total charge $-N$.

```lean
/-- Lattice sum over `N` sites minus the background of equal total charge. -/
def neutralSum (s : ℝ) (N : ℕ) : ℝ := siteSum s N - background s N
```

A second sequence, $E_N=S_N-B(N+1)$, has one background cell too many and serves as a lower bound.

```lean
/-- Lattice sum over `N` sites minus a background that is one lattice spacing longer. -/
def overSum (s : ℝ) (N : ℕ) : ℝ := siteSum s N - background s ((N : ℝ) + 1)
```

These definitions start the background at the origin. Starting it elsewhere would shift the limit by a constant, so the numerical bounds below belong to this convention.

## (a) The background potential in closed form

For $s<1$ and $x\ge 0$, evaluate the integral and show that
$$B(x)=\frac{x^{1-s}}{1-s}.$$

An antiderivative of $t^{-s}$ is $t^{1-s}/(1-s)$. For $x>0$, integrate from $\varepsilon>0$ to $x$, which gives $(x^{1-s}-\varepsilon^{1-s})/(1-s)$. Since $1-s>0$, the second term vanishes as $\varepsilon\to0$, so the singularity at the origin is integrable. For $x=0$ both sides are zero.

```lean
/-- For `s < 1` the background potential is `x ^ (1 - s) / (1 - s)`. -/
theorem background_eq {s : ℝ} (hs : s < 1) (x : ℝ) :
    background s x = x ^ (1 - s) / (1 - s) := by
  unfold background
  rw [integral_rpow (Or.inl (by linarith)), show -s + 1 = 1 - s by ring,
    Real.zero_rpow (sub_pos.2 hs).ne', sub_zero]
```

`integral_rpow` supplies the integral for exponents above $-1$, and `Real.zero_rpow` removes the term at the lower limit. The Lean statement puts no sign condition on `x`, but only $x\ge0$ is used below.

## (b) A concave power and its tangent

Let $0<p<1$, $a>0$, $b\ge0$ and $b\ne a$. Show that
$$b^p<a^p+p\,a^{p-1}(b-a).$$

Put $u=(b-a)/a$, so that $u\ge-1$, $u\neq0$ and $1+u=b/a$. The function $f(u)=1+pu-(1+u)^p$ has $f(0)=0$ and
$$f'(u)=p\left[1-(1+u)^{p-1}\right],$$
which is negative for $-1<u<0$ and positive for $u>0$. As $f$ is continuous down to $u=-1$, it is positive for every $u\neq0$. This is Bernoulli's inequality, $(b/a)^p<1+p(b-a)/a$. Multiplication by $a^p$ gives the claim.

```lean
/-- For `0 < p < 1` the graph of `x ^ p` on `x ≥ 0` lies strictly below its tangent at
`a > 0`, except at the point of contact. -/
theorem rpow_lt_tangent {p a b : ℝ} (hp0 : 0 < p) (hp1 : p < 1) (ha : 0 < a)
    (hb : 0 ≤ b) (hab : b ≠ a) : b ^ p < a ^ p + p * a ^ (p - 1) * (b - a) := by
  have h1 : -1 ≤ (b - a) / a := by
    rw [le_div_iff₀ ha]
    linarith
  have h2 : (b - a) / a ≠ 0 := div_ne_zero (sub_ne_zero.2 hab) ha.ne'
  have e : 1 + (b - a) / a = b / a := by
    rw [sub_div, div_self ha.ne']
    ring
  -- Bernoulli's inequality for the ratio `b / a`
  have h := rpow_one_add_lt_one_add_mul_self h1 h2 hp0 hp1
  rw [e, Real.div_rpow hb ha.le, div_lt_iff₀ (Real.rpow_pos_of_pos ha p)] at h
  rw [Real.rpow_sub_one ha.ne' p]
  calc b ^ p < (1 + p * ((b - a) / a)) * a ^ p := h
    _ = a ^ p + p * (a ^ p / a) * (b - a) := by ring
```

The facts `h1`, `h2` and `e` are the three properties of $u$. Bernoulli's inequality comes from Mathlib, `div_lt_iff₀` multiplies it by $a^p$, and the `calc` block expands the product.

## (c) A background cell and the charge at its far end

For $0<s<1$ and $x\ge0$, compare the cell $[x,x+1]$ with a unit charge at $x+1$:
$$(x+1)^{-s}<B(x+1)-B(x).$$

Use (b) with $p=1-s$, $a=x+1$ and $b=x$. Then $b-a=-1$ and
$$x^{1-s}<(x+1)^{1-s}-(1-s)(x+1)^{-s}.$$
Rearranging and dividing by $1-s>0$ gives the claim by (a). Physically, the charge in the cell is on average closer to the origin than the far end.

```lean
/-- For `0 < s < 1` and `x ≥ 0`, the background cell `[x, x + 1]` contributes more than a
unit charge at its far end. -/
theorem far_end_lt_cell {s x : ℝ} (h0 : 0 < s) (h1 : s < 1) (hx : 0 ≤ x) :
    (x + 1) ^ (-s) < background s (x + 1) - background s x := by
  have h := rpow_lt_tangent (p := 1 - s) (a := x + 1) (b := x) (by linarith)
    (by linarith) (by linarith) hx (by linarith [lt_add_one x] : x < x + 1).ne
  rw [show 1 - s - 1 = -s by ring] at h
  rw [background_eq h1, background_eq h1, ← sub_div, lt_div_iff₀ (sub_pos.2 h1)]
  nlinarith [h]
```

The proof inserts these values of $p$, $a$ and $b$, rewrites both potentials with `background_eq` and clears the denominator. `nlinarith` does the rearrangement.

## (d) A background cell and the charge at its near end

For $0<s<1$ and $x>0$, find the matching upper bound:
$$B(x+1)-B(x)<x^{-s}.$$

Now take the tangent at the other end, with $a=x$ and $b=x+1$ in (b):
$$(x+1)^{1-s}<x^{1-s}+(1-s)x^{-s}.$$
Subtract $x^{1-s}$ and divide by $1-s$. The condition $x>0$ keeps the point charge away from the origin.

```lean
/-- For `0 < s < 1` and `x > 0`, the background cell `[x, x + 1]` contributes less than a
unit charge at its near end. -/
theorem cell_lt_near_end {s x : ℝ} (h0 : 0 < s) (h1 : s < 1) (hx : 0 < x) :
    background s (x + 1) - background s x < x ^ (-s) := by
  have h := rpow_lt_tangent (p := 1 - s) (a := x) (b := x + 1) (by linarith)
    (by linarith) hx (by linarith) (lt_add_one x).ne'
  rw [show 1 - s - 1 = -s by ring] at h
  rw [background_eq h1, background_eq h1, ← sub_div, div_lt_iff₀ (sub_pos.2 h1)]
  nlinarith [h]
```

The Lean steps are those of (c) with the roles of $a$ and $b$ exchanged.

## (e) Two sequences that approach each other

For $0<s<1$ and every $N\ge0$, show that
$$D_{N+1}<D_N,\qquad E_{N+1}>E_N,\qquad E_N<D_N.$$

Adding a site adds $(N+1)^{-s}$ to $S_N$. Hence
$$D_{N+1}-D_N=(N+1)^{-s}-[B(N+1)-B(N)]<0$$
by (c) at $x=N$, and
$$E_{N+1}-E_N=(N+1)^{-s}-[B(N+2)-B(N+1)]>0$$
by (d) at $x=N+1$. Finally, $D_N-E_N=B(N+1)-B(N)>(N+1)^{-s}>0$, again by (c).

```lean
/-- For `0 < s < 1` the neutral sums strictly decrease with `N`, the sums with the longer
background strictly increase, and the latter lie below the former. -/
theorem monotone_bracket {s : ℝ} (h0 : 0 < s) (h1 : s < 1) :
    StrictAnti (neutralSum s) ∧ StrictMono (overSum s) ∧
      ∀ N, overSum s N < neutralSum s N := by
  have hsucc : ∀ N, siteSum s (N + 1) = siteSum s N + ((N : ℝ) + 1) ^ (-s) :=
    fun N => Finset.sum_range_succ _ _
  refine ⟨strictAnti_nat_of_succ_lt fun N => ?_, strictMono_nat_of_lt_succ fun N => ?_,
    fun N => ?_⟩
  · have h := far_end_lt_cell h0 h1 (Nat.cast_nonneg (α := ℝ) N)
    unfold neutralSum
    rw [hsucc, Nat.cast_add_one]
    linarith
  · have h := cell_lt_near_end h0 h1 (Nat.cast_add_one_pos (α := ℝ) N)
    unfold overSum
    rw [hsucc, Nat.cast_add_one]
    linarith
  · have h := far_end_lt_cell h0 h1 (Nat.cast_nonneg (α := ℝ) N)
    have hp := Real.rpow_pos_of_pos (Nat.cast_add_one_pos (α := ℝ) N) (-s)
    unfold overSum neutralSum
    linarith
```

`StrictAnti` means strictly decreasing and `StrictMono` strictly increasing. The fact `hsucc` splits off the new site, and the three bullets are the three differences above.

The condition $0<s$ can't be relaxed to $0\le s$. At $s=0$ every charge contributes $1$ at any distance, so $S_N=B(N)=N$ and $D_N=0$ for all $N$, which is not strictly decreasing.

## (f) Where a limit must lie

Suppose that $0<s<1$ and $D_N\to L$. Show that for every $N\ge 0$
$$E_N<L<D_N.$$

For any $k$, let $m$ be the larger of $N+1$ and $k$. By (e),
$$E_{N+1}\le E_m<D_m\le D_k.$$
Letting $k\to\infty$ gives $E_{N+1}\le L$, and since $E_N<E_{N+1}$, the lower bound is strict. Likewise $L\le D_{N+1}<D_N$.

```lean
/-- For `0 < s < 1`, the limit of the neutral sums lies strictly between the two
finite sums at every `N`. -/
theorem limit_bracket {s L : ℝ} (h0 : 0 < s) (h1 : s < 1)
    (hL : Tendsto (neutralSum s) atTop (𝓝 L)) (N : ℕ) :
    overSum s N < L ∧ L < neutralSum s N := by
  obtain ⟨hD, hE, hED⟩ := monotone_bracket h0 h1
  constructor
  · refine lt_of_lt_of_le (hE (Nat.lt_succ_self N)) (ge_of_tendsto' hL fun k => ?_)
    -- compare both sequences at a common later index
    exact (hE.monotone (le_max_left (N + 1) k)).trans
      ((hED _).le.trans (hD.antitone (le_max_right (N + 1) k)))
  · exact lt_of_le_of_lt (hD.antitone.le_of_tendsto hL (N + 1)) (hD (Nat.lt_succ_self N))
```

`Tendsto (neutralSum s) atTop (𝓝 L)` says that $D_N\to L$; here it is an assumption, which (h) will supply. `ge_of_tendsto'` passes the inequality to the limit, and the step from $N$ to $N+1$ makes both bounds strict.

## (g) The background alone

For $s<1$, show that
$$B(N)\to+\infty\quad\text{as }N\to\infty.$$

By (a), $B(N)=N^{1-s}/(1-s)$. The exponent and the denominator are both positive, so the expression grows without bound.

```lean
/-- For `s < 1` the background potential grows without bound with its length. -/
theorem background_diverges {s : ℝ} (h1 : s < 1) :
    Tendsto (fun N : ℕ => background s N) atTop atTop := by
  simp only [background_eq h1]
  exact ((tendsto_rpow_atTop (sub_pos.2 h1)).comp
    tendsto_natCast_atTop_atTop).atTop_div_const (sub_pos.2 h1)
```

The second `atTop` in the statement stands for divergence to $+\infty$. The proof composes the growth of a positive power with $N\to\infty$ and divides by the positive constant $1-s$.

## (h) The neutral sum converges and the bare sum diverges

For $0<s<1$, show that $D_N$ strictly decreases to a limit $L$ with
$$-\frac1{1-s}<L<-\frac{s}{1-s},$$
and that $S_N\to+\infty$.

The decrease is part of (e). Also by (e), $E_0\le E_N<D_N$, so $D_N$ is bounded below. A decreasing sequence that is bounded below converges; call its limit $L$. The first members of the two sequences are
$$E_0=0-B(1)=-\frac1{1-s},\qquad D_1=1-B(1)=-\frac{s}{1-s}.$$
Now (f) at $N=0$ gives $E_0<L$, and at $N=1$ it gives $L<D_1$. The bare sum is $S_N=D_N+B(N)$, a convergent sequence plus one that tends to $+\infty$ by (g), so it diverges.

```lean
/-- For `0 < s < 1` the background-subtracted lattice sums strictly decrease and converge
to a limit strictly between `-1/(1-s)` and `-s/(1-s)`, while the bare sums diverge. -/
theorem neutralSum_converges {s : ℝ} (h0 : 0 < s) (h1 : s < 1) :
    StrictAnti (neutralSum s) ∧
    (∃ L, Tendsto (neutralSum s) atTop (𝓝 L) ∧ -1 / (1 - s) < L ∧ L < -s / (1 - s)) ∧
    Tendsto (siteSum s) atTop atTop := by
  obtain ⟨hD, hE, hED⟩ := monotone_bracket h0 h1
  have hbdd : BddBelow (Set.range (neutralSum s)) := by
    refine ⟨overSum s 0, ?_⟩
    rintro _ ⟨N, rfl⟩
    exact (hE.monotone (Nat.zero_le N)).trans (hED N).le
  have hL := tendsto_atTop_ciInf hD.antitone hbdd
  -- the first members of the two sequences are the stated bounds
  have e0 : overSum s 0 = -1 / (1 - s) := by
    simp [overSum, siteSum, background_eq h1, neg_div]
  have e1 : neutralSum s 1 = -s / (1 - s) := by
    have hs : siteSum s 1 = 1 := by simp [siteSum]
    rw [neutralSum, hs, background_eq h1, Nat.cast_one, Real.one_rpow,
      eq_div_iff (sub_pos.2 h1).ne', sub_mul, div_mul_cancel₀ _ (sub_pos.2 h1).ne']
    ring
  refine ⟨hD, ⟨_, hL, ?_, ?_⟩, ?_⟩
  · rw [← e0]
    exact (limit_bracket h0 h1 hL 0).1
  · rw [← e1]
    exact (limit_bracket h0 h1 hL 1).2
  · refine (hL.add_atTop (background_diverges h1)).congr fun N => ?_
    unfold neutralSum
    ring
```

The fact `hbdd` is the lower bound, and `tendsto_atTop_ciInf` gives convergence to the infimum. `e0` and `e1` evaluate the first members, and `add_atTop` handles the bare sum.

## (i) The error of a finite cutoff

Let $0<s<1$ and $D_N\to L$. For $N\ge1$, bound the error made by stopping at $N$ sites:
$$0<D_N-L<N^{-s}.$$

The left inequality is $L<D_N$ from (f). For the right one, $E_N<L$ gives
$$D_N-L<D_N-E_N=B(N+1)-B(N)<N^{-s},$$
where the last step is (d) at $x=N$.

```lean
/-- For `0 < s < 1`, cutting the neutral sum off after `N ≥ 1` sites overestimates its
limit by less than the potential `N ^ (-s)` of the last site. -/
theorem truncation_error {s L : ℝ} (h0 : 0 < s) (h1 : s < 1)
    (hL : Tendsto (neutralSum s) atTop (𝓝 L)) {N : ℕ} (hN : 1 ≤ N) :
    0 < neutralSum s N - L ∧ neutralSum s N - L < (N : ℝ) ^ (-s) := by
  obtain ⟨hlow, hup⟩ := limit_bracket h0 h1 hL N
  have hc := cell_lt_near_end h0 h1 (Nat.cast_pos.2 hN : (0 : ℝ) < N)
  refine ⟨sub_pos.2 hup, ?_⟩
  unfold overSum at hlow
  unfold neutralSum
  linarith
```

The two halves of `limit_bracket` and the cell estimate `hc` are combined by `linarith`.

In the smallest case, $N=1$, the bound reads $D_1-1<L<D_1$. Since $D_1-1=-1/(1-s)$, this is exactly the interval found in (h), which has length $1$ for every $s$.

## (j) Which background density gives a finite potential

Let the background have density $c$, a real number, in place of $1$. For $0<s<1$, show that
$$S_N-c\,B(N)\ \text{converges}\iff c=1.$$

If $c=1$, the expression is $D_N$, which converges by (h). Conversely, suppose that it converges to $M$ while $c\ne1$. Then
$$(c-1)B(N)=D_N-[S_N-c\,B(N)]\to L-M,$$
so $B(N)$ would converge to $(L-M)/(c-1)$. This contradicts (g).

```lean
/-- For `0 < s < 1`, the lattice sum minus a background of density `c` converges
if and only if `c = 1`. -/
theorem converges_iff_neutral {s : ℝ} (h0 : 0 < s) (h1 : s < 1) (c : ℝ) :
    (∃ L, Tendsto (fun N : ℕ => siteSum s N - c * background s N) atTop (𝓝 L)) ↔
      c = 1 := by
  obtain ⟨-, ⟨L, hL, -, -⟩, -⟩ := neutralSum_converges h0 h1
  constructor
  · rintro ⟨M, hM⟩
    by_contra hc
    have hc' : c - 1 ≠ 0 := sub_ne_zero.2 hc
    -- an unbalanced density would force the background itself to converge
    have h : Tendsto (fun N : ℕ => background s N) atTop (𝓝 ((L - M) / (c - 1))) := by
      refine ((hL.sub hM).div_const (c - 1)).congr fun N => ?_
      rw [div_eq_iff hc']
      unfold neutralSum
      ring
    exact not_tendsto_nhds_of_tendsto_atTop (background_diverges h1) _ h
  · rintro rfl
    refine ⟨L, hL.congr fun N => ?_⟩
    rw [one_mul, neutralSum]

end

end NeutralizedLatticeSum
```

The existential statement on the left of `↔` expresses convergence to some finite limit. The fact `h` is the impossible convergence of the background, and `not_tendsto_nhds_of_tendsto_atTop` supplies the contradiction.

The condition concerns the density, not the exact total charge. The sums $E_N$ carry a net charge of $-1$, yet $D_N-E_N<N^{-s}\to0$, so they have the same limit $L$; this last observation follows from (d) but has no theorem of its own above.

```lean
#print axioms NeutralizedLatticeSum.neutralSum_converges
-- 'NeutralizedLatticeSum.neutralSum_converges' depends on axioms: [propext, Classical.choice, Quot.sound]
#print axioms NeutralizedLatticeSum.truncation_error
-- 'NeutralizedLatticeSum.truncation_error' depends on axioms: [propext, Classical.choice, Quot.sound]
#print axioms NeutralizedLatticeSum.converges_iff_neutral
-- 'NeutralizedLatticeSum.converges_iff_neutral' depends on axioms: [propext, Classical.choice, Quot.sound]
```
